# For a smooth periodic integrand in one dimension, omitting zero momentum transfer costs f(0)/N to leading order

A correlation energy in a periodic solid involves an integral over the momentum transfer \(q\), with the Coulomb kernel multiplied by a structure factor. A finite simulation replaces the integral by a sum over \(N\) mesh points. At \(q=0\) the kernel diverges, and the term is often left out, although the product with the structure factor may have a finite limit there. How large is the resulting error?

Consider a one-dimensional model in which \(q\) is measured in units of the reciprocal lattice period. Let \(f:\mathbb R\to\mathbb R\) be the product, extended to \(q=0\) by its limit. Two properties are assumed and not derived from a Hamiltonian: \(f\) has period one, so equivalent momentum transfers contribute equally, and it is twice continuously differentiable, so the extension leaves no cusp or singularity at \(q=0\). The dependence on direction that can occur in three dimensions is absent. So is the sum over reciprocal lattice vectors: the Coulomb kernel is not itself periodic in \(q\), and in a real solid it is this sum that makes the integrand periodic, with only its divergent term left out at \(q=0\). The model has a single periodic term instead.

```lean
import Mathlib

open Filter Topology

namespace ZeroMomentumTransfer

noncomputable section
```

## The integral and its two mesh sums

The thermodynamic-limit value is

\[
I=\int_0^1 f(q)\,dq .
\]

```lean
/-- The integral of the momentum-transfer integrand `f` over one period. -/
def momentumAverage (f : ℝ → ℝ) : ℝ := ∫ q in (0 : ℝ)..1, f q
```

A full uniform mesh with offset \(a\) gives

\[
T_N(a)=\frac1N\sum_{j=0}^{N-1}f\!\left(a+\frac jN\right).
\]

An offset arises when the two orbital meshes whose differences define \(q\) are shifted relative to each other. A common shift of both leaves \(q\) unchanged.

```lean
/-- The average of `f` over a uniform mesh of `N` momentum transfers with offset `a`. -/
def meshSum (f : ℝ → ℝ) (a : ℝ) (N : ℕ) : ℝ :=
  (∑ j ∈ Finset.range N, f (a + j / N)) / N
```

With zero offset and the term \(j=0\) removed, the sum becomes

\[
S_N=\frac1N\sum_{j=1}^{N-1}f\!\left(\frac jN\right).
\]

The prefactor is still \(1/N\). In Lean, `Finset.Ico 1 N` is the range \(1\le j<N\), which is empty for \(N=1\), so \(S_1=0\).

```lean
/-- The mesh average in which the term of zero momentum transfer is left out,
while the weight of every other term stays `1 / N`. -/
def omittedSum (f : ℝ → ℝ) (N : ℕ) : ℝ :=
  (∑ j ∈ Finset.Ico 1 N, f (j / N)) / N
```

## A finite bound on the curvature

The hypothesis `ContDiff ℝ 2 f` says that \(f\) is twice continuously differentiable. Hence \(f'\) is continuously differentiable, which the first lemma extracts.

```lean
variable {f : ℝ → ℝ} {M : ℝ}

/-- The slope of a twice continuously differentiable integrand is itself
continuously differentiable. -/
theorem contDiff_slope (hf : ContDiff ℝ 2 f) : ContDiff ℝ 1 (deriv f) := by
  have h : ContDiff ℝ (1 + 1) f := by
    rw [one_add_one_eq_two]
    exact hf
  exact (contDiff_succ_iff_deriv.1 h).2.2
```

Differentiating \(f(q+1)=f(q)\) twice shows that \(f''\) also has period one. Being continuous, it is bounded on \([0,1]\), and every real point has an equivalent in that interval. There is therefore a number \(M\) with

\[
|f''(q)|\le M\quad\text{for all }q .
\]

The proof follows the same route: `per` transfers periodicity to a derivative, and compactness supplies the bound.

```lean
/-- A smooth periodic integrand has bounded curvature. -/
theorem curvature_bounded (hf : ContDiff ℝ 2 f) (hp : Function.Periodic f 1) :
    ∃ M, ∀ x, |deriv (deriv f) x| ≤ M := by
  have per : ∀ g : ℝ → ℝ, Function.Periodic g 1 → Function.Periodic (deriv g) 1 := by
    intro g hg x
    have h : deriv (fun y => g (y + 1)) x = deriv g (x + 1) := deriv_comp_add_const ..
    rw [show (fun y => g (y + 1)) = g from funext hg] at h
    exact h.symm
  have hc : Continuous (deriv (deriv f)) :=
    (contDiff_slope hf).continuous_deriv (by norm_num)
  -- a continuous function is bounded on one period, hence everywhere
  obtain ⟨M, hM⟩ := (isCompact_Icc (a := (0 : ℝ)) (b := 1)).exists_bound_of_continuousOn
    hc.continuousOn
  refine ⟨M, fun x => ?_⟩
  obtain ⟨y, hy, hxy⟩ := (per _ (per f hp)).exists_mem_Ico₀ one_pos x
  rw [hxy]
  exact hM y ⟨hy.1, hy.2.le⟩
```

## The error of one mesh cell

Take \(x\le y\) and set \(g(s)=f(s)-s f'(y)\). For \(x\le s\le y\), the curvature bound gives

\[
|g'(s)|=|f'(s)-f'(y)|\le M(y-s)\le M(y-x).
\]

The mean value inequality for \(g\) on \([x,y]\) then yields

\[
|f(y)-f(x)-(y-x)f'(y)|=|g(y)-g(x)|\le M(y-x)^2 .
\]

Lean uses the mean value inequality twice, once for \(f'\) and once for \(g\). The constant is not the best possible, but only the power of the distance matters for the limit.

```lean
/-- The tangent at `y` predicts the integrand at `x` up to the curvature bound
times the squared distance. -/
theorem tangent_error (hf : ContDiff ℝ 2 f) (hM : ∀ x, |deriv (deriv f) x| ≤ M)
    {x y : ℝ} (hxy : x ≤ y) :
    |f y - f x - (y - x) * deriv f y| ≤ M * (y - x) ^ 2 := by
  have hd : Differentiable ℝ f := hf.differentiable (by norm_num)
  have hd' : Differentiable ℝ (deriv f) := (contDiff_slope hf).differentiable (by norm_num)
  have hM0 : 0 ≤ M := (abs_nonneg _).trans (hM 0)
  have key := Convex.norm_image_sub_le_of_norm_hasDerivWithin_le
    (f := fun s => f s - s * deriv f y) (f' := fun s => deriv f s - deriv f y)
    (s := Set.Icc x y) (C := M * (y - x)) (x := x) (y := y)
    (fun s _ => (((hd s).hasDerivAt.fun_sub
      ((hasDerivAt_id' s).mul_const (deriv f y))).congr_deriv (by ring)).hasDerivWithinAt)
    (fun s hs => by
      -- the slope changes by at most `M` times the distance
      have h := Convex.norm_image_sub_le_of_norm_deriv_le (f := deriv f) (s := Set.univ)
        (C := M) (x := y) (y := s) (fun z _ => hd' z) (fun z _ => hM z) convex_univ
        (Set.mem_univ _) (Set.mem_univ _)
      refine h.trans (mul_le_mul_of_nonneg_left ?_ hM0)
      rw [Real.norm_eq_abs, abs_le]
      constructor <;> linarith [hs.1, hs.2])
    (convex_Icc x y) ⟨le_rfl, hxy⟩ ⟨hxy, le_rfl⟩
  rw [Real.norm_eq_abs, Real.norm_eq_abs, abs_of_nonneg (sub_nonneg.2 hxy)] at key
  calc |f y - f x - (y - x) * deriv f y|
      = |f y - y * deriv f y - (f x - x * deriv f y)| := by congr 1; ring
    _ ≤ M * (y - x) * (y - x) := key
    _ = M * (y - x) ^ 2 := by ring
```

Now let the upper end \(s\) of a cell vary, and write the trapezoidal error as

\[
E(s)=\int_x^s f(q)\,dq-\frac{(s-x)(f(x)+f(s))}{2}.
\]

Its derivative is

\[
\begin{aligned}
E'(s)&=f(s)-\frac{f(x)+f(s)}2-\frac{(s-x)f'(s)}2\\
&=\frac{f(s)-f(x)-(s-x)f'(s)}2 .
\end{aligned}
\]

The tangent estimate on \([x,s]\) gives \(|E'(s)|\le M(s-x)^2/2\le M(y-x)^2/2\). Since \(E(x)=0\), another use of the mean value inequality gives

\[
|E(y)|\le\frac{M(y-x)^3}{2}.
\]

In the proof, `key` is this last inequality, and `tangent_error` bounds the derivative.

```lean
/-- On one mesh cell the trapezoidal rule errs by at most half the curvature bound
times the cube of the cell width. -/
theorem cell_error (hf : ContDiff ℝ 2 f) (hM : ∀ x, |deriv (deriv f) x| ≤ M)
    {x y : ℝ} (hxy : x ≤ y) :
    |(∫ q in x..y, f q) - (y - x) * (f x + f y) / 2| ≤ M * (y - x) ^ 3 / 2 := by
  have hd : Differentiable ℝ f := hf.differentiable (by norm_num)
  have hM0 : 0 ≤ M := (abs_nonneg _).trans (hM 0)
  -- differentiate the error with respect to the upper end of the cell
  have key := Convex.norm_image_sub_le_of_norm_hasDerivWithin_le
    (f := fun s => (∫ q in x..s, f q) - (s - x) * (f x + f s) / 2)
    (f' := fun s => (f s - f x - (s - x) * deriv f s) / 2)
    (s := Set.Icc x y) (C := M * (y - x) ^ 2 / 2) (x := x) (y := y)
    (fun s _ => (((hf.continuous.integral_hasStrictDerivAt x s).hasDerivAt.fun_sub
      ((((hasDerivAt_id' s).sub_const x).fun_mul
        ((hd s).hasDerivAt.const_add (f x))).div_const 2)).congr_deriv
          (by ring)).hasDerivWithinAt)
    (fun s hs => by
      have h := tangent_error hf hM hs.1
      have h2 : M * (s - x) ^ 2 ≤ M * (y - x) ^ 2 :=
        mul_le_mul_of_nonneg_left
          (pow_le_pow_left₀ (sub_nonneg.2 hs.1) (by linarith [hs.2]) 2) hM0
      rw [Real.norm_eq_abs, abs_div, abs_of_pos (two_pos : (0 : ℝ) < 2)]
      linarith)
    (convex_Icc x y) ⟨le_rfl, hxy⟩ ⟨hxy, le_rfl⟩
  simp only [intervalIntegral.integral_same, sub_self, zero_mul, zero_div, sub_zero,
    Real.norm_eq_abs] at key
  rw [abs_of_nonneg (sub_nonneg.2 hxy)] at key
  exact key.trans (le_of_eq (by ring))
```

## The full mesh is accurate to at least second order

Put \(x_k=a+k/N\), so each cell has width \(1/N\). The cells cover \([a,a+1]\), and by periodicity the integral over that interval is \(I\). Since \(f(x_N)=f(a+1)=f(a)=f(x_0)\),

\[
\sum_{k=0}^{N-1}f(x_{k+1})=\sum_{k=0}^{N-1}f(x_k).
\]

The trapezoidal sum is therefore exactly \(T_N(a)\), and

\[
I-T_N(a)=\sum_{k=0}^{N-1}\left[\int_{x_k}^{x_{k+1}}f(q)\,dq-\frac{f(x_k)+f(x_{k+1})}{2N}\right].
\]

Each of the \(N\) brackets is at most \(M/(2N^3)\) in absolute value, so

\[
|I-T_N(a)|\le\frac{M}{2N^2}\qquad(N\ge1).
\]

In Lean, `hint` joins the cell integrals, `htele` identifies the two endpoint sums, and `heq` is the displayed decomposition. The bound is the same for every real \(a\). It is only an upper bound: for a periodic integrand with more continuous derivatives, the error of the full mesh falls off with a higher power of \(1/N\).

```lean
/-- A full mesh of `N` momentum transfers, with any offset, reproduces the integral up to an error
of at most order `1 / N ^ 2`. -/
theorem full_mesh_error (hf : ContDiff ℝ 2 f) (hp : Function.Periodic f 1)
    (hM : ∀ x, |deriv (deriv f) x| ≤ M) (a : ℝ) {N : ℕ} (hN : 0 < N) :
    |momentumAverage f - meshSum f a N| ≤ M / (2 * (N : ℝ) ^ 2) := by
  have hN' : (0 : ℝ) < N := Nat.cast_pos.2 hN
  obtain ⟨x, hx⟩ : ∃ x : ℕ → ℝ, ∀ k, x k = a + k / N := ⟨_, fun _ => rfl⟩
  have hstep : ∀ k, x (k + 1) - x k = 1 / N := by
    intro k
    rw [hx, hx]
    push_cast
    ring
  have hx0 : x 0 = a := by simp [hx]
  have hxN : x N = a + 1 := by rw [hx, div_self hN'.ne']
  have hint : ∑ k ∈ Finset.range N, (∫ q in x k..x (k + 1), f q) = momentumAverage f := by
    rw [intervalIntegral.sum_integral_adjacent_intervals
      (fun k _ => hf.continuous.intervalIntegrable _ _), hx0, hxN,
      hp.intervalIntegral_add_eq a 0, zero_add, momentumAverage]
  -- periodicity identifies the two ends of the mesh
  have htele : ∑ k ∈ Finset.range N, f (x (k + 1)) = ∑ k ∈ Finset.range N, f (x k) := by
    have h := Finset.sum_range_sub (fun k => f (x k)) N
    rw [Finset.sum_sub_distrib, hx0, hxN, hp a] at h
    linarith
  have hm : meshSum f a N = (∑ k ∈ Finset.range N, f (x k)) / N := by
    simp only [meshSum, hx]
  have heq : momentumAverage f - meshSum f a N = ∑ k ∈ Finset.range N,
      ((∫ q in x k..x (k + 1), f q) - 1 / N * (f (x k) + f (x (k + 1))) / 2) := by
    rw [Finset.sum_sub_distrib, hint, ← Finset.sum_div, ← Finset.mul_sum,
      Finset.sum_add_distrib, htele, hm]
    ring
  rw [heq]
  calc _ ≤ ∑ k ∈ Finset.range N,
        |(∫ q in x k..x (k + 1), f q) - 1 / N * (f (x k) + f (x (k + 1))) / 2| :=
        Finset.abs_sum_le_sum_abs _ _
    _ ≤ ∑ _k ∈ Finset.range N, M * (1 / (N : ℝ)) ^ 3 / 2 := by
        refine Finset.sum_le_sum fun k _ => ?_
        have hle : x k ≤ x (k + 1) := by
          have : (0 : ℝ) < 1 / N := by positivity
          linarith [hstep k]
        have h := cell_error hf hM hle
        rwa [hstep k] at h
    _ = M / (2 * (N : ℝ) ^ 2) := by
        rw [Finset.sum_const, Finset.card_range, nsmul_eq_mul]
        field_simp
```

## Separating the omitted term

At zero offset, the full mesh splits as

\[
T_N(0)=\frac{f(0)}N+S_N .
\]

Substituting this into the previous estimate gives, for every \(N\ge1\),

\[
\left|I-S_N-\frac{f(0)}N\right|\le\frac{M}{2N^2}.
\]

The omission thus produces a \(1/N\) error when \(f(0)\ne0\); when \(f(0)=0\), the remaining error is at most of order \(1/N^2\). The split is `hsplit` in the proof.

```lean
/-- Leaving out zero momentum transfer costs `f 0 / N`, up to a remainder of at most order `1 / N ^
2`. -/
theorem omission_error (hf : ContDiff ℝ 2 f) (hp : Function.Periodic f 1)
    (hM : ∀ x, |deriv (deriv f) x| ≤ M) {N : ℕ} (hN : 0 < N) :
    |momentumAverage f - omittedSum f N - f 0 / N| ≤ M / (2 * (N : ℝ) ^ 2) := by
  have hsplit : meshSum f 0 N = f 0 / N + omittedSum f N := by
    simp only [meshSum, omittedSum, zero_add]
    rw [Finset.range_eq_Ico, Finset.sum_eq_sum_Ico_succ_bot hN]
    simp only [Nat.cast_zero, zero_div, zero_add]
    ring
  have h := full_mesh_error hf hp hM 0 hN
  rw [hsplit] at h
  rwa [show momentumAverage f - omittedSum f N - f 0 / N
    = momentumAverage f - (f 0 / N + omittedSum f N) by ring]
```

The weight \(1/N\) matters here. If the sum is instead averaged over the \(N-1\) retained points, the scaled error tends to \(f(0)-I\), not to \(f(0)\). For constant \(f\), that average is exact for every \(N\ge2\), while \(S_N\) is too small by \(f(0)/N\) when \(f(0)>0\).

## The scaled error tends to f(0)

Multiplying the remainder estimate by \(N\) gives

\[
|N(I-S_N)-f(0)|\le\frac{M}{2N}\longrightarrow0,
\]

and therefore

\[
\lim_{N\to\infty}N(I-S_N)=f(0).
\]

The theorem asks only for smoothness and periodicity, because `curvature_bounded` supplies \(M\). Its conclusion reads: as the natural number \(N\) grows (`atTop`), the scaled difference approaches \(f(0)\) (`𝓝 (f 0)`). The proof squeezes the distance to the limit between zero and \(M/(2N)\).

```lean
/-- The finite-size error from omitting zero momentum transfer, multiplied by the
number `N` of mesh points, tends to the value of the integrand at zero momentum. -/
theorem omission_error_limit (hf : ContDiff ℝ 2 f) (hp : Function.Periodic f 1) :
    Tendsto (fun N : ℕ => (N : ℝ) * (momentumAverage f - omittedSum f N))
      atTop (𝓝 (f 0)) := by
  obtain ⟨M, hM⟩ := curvature_bounded hf hp
  rw [tendsto_iff_norm_sub_tendsto_zero]
  refine squeeze_zero' (Eventually.of_forall fun _ => norm_nonneg _) ?_
    (tendsto_const_div_atTop_nhds_zero_nat (M / 2))
  filter_upwards [eventually_gt_atTop 0] with N hN
  have hN' : (0 : ℝ) < N := Nat.cast_pos.2 hN
  -- multiply the remainder estimate by `N`
  calc ‖(N : ℝ) * (momentumAverage f - omittedSum f N) - f 0‖
      = N * |momentumAverage f - omittedSum f N - f 0 / N| := by
        rw [Real.norm_eq_abs, ← abs_of_pos hN', ← abs_mul, abs_of_pos hN']
        congr 1
        field_simp
    _ ≤ N * (M / (2 * (N : ℝ) ^ 2)) :=
        mul_le_mul_of_nonneg_left (omission_error hf hp hM hN) hN'.le
    _ = M / 2 / N := by field_simp
```

Without periodicity the limit can be different. For \(f(q)=q\), which is smooth but not periodic,

\[
I=\frac12,\qquad S_N=\frac1{N^2}\sum_{j=1}^{N-1}j=\frac12-\frac1{2N},
\]

so \(N(I-S_N)=1/2\), although \(f(0)=0\). The values at the two ends of the interval no longer agree, and their mismatch contributes at order \(1/N\).

## The constant that removes the leading error

Suppose a correction \(c/N\), with \(c\) independent of \(N\), is added to \(S_N\). For \(N\ge1\),

\[
N\left[I-\left(S_N+\frac cN\right)\right]=N(I-S_N)-c\longrightarrow f(0)-c .
\]

Since limits are unique, the scaled error tends to zero exactly when \(c=f(0)\). In Lean, `h` is the displayed limit; uniqueness gives one direction of the equivalence, and substitution gives the other.

For finite-size corrections in periodic correlation calculations, this identifies the leading constant as the limit of the kernel times the structure factor at zero momentum transfer, within a one-dimensional model whose integrand is smooth, periodic and itself independent of \(N\). A structure factor that changes with the size of the simulation cell would bring in a further error that the model does not describe.

```lean
/-- Adding a correction `c / N` to the sum without zero momentum transfer removes the
error of order `1 / N` exactly when `c` is the integrand at zero momentum. -/
theorem correction_iff (hf : ContDiff ℝ 2 f) (hp : Function.Periodic f 1) (c : ℝ) :
    Tendsto (fun N : ℕ => (N : ℝ) * (momentumAverage f - (omittedSum f N + c / N)))
      atTop (𝓝 0) ↔ c = f 0 := by
  have h : Tendsto (fun N : ℕ => (N : ℝ) * (momentumAverage f - (omittedSum f N + c / N)))
      atTop (𝓝 (f 0 - c)) := by
    refine ((omission_error_limit hf hp).sub_const c).congr' ?_
    filter_upwards [eventually_gt_atTop 0] with N hN
    have hN' : (N : ℝ) ≠ 0 := (Nat.cast_pos.2 hN).ne'
    have hc : (N : ℝ) * (c / N) = c := mul_div_cancel₀ c hN'
    linear_combination hc
  constructor
  · intro h0
    linarith [tendsto_nhds_unique h h0]
  · intro hc
    rwa [hc, sub_self, ← hc] at h

end

end ZeroMomentumTransfer
```

```lean
#print axioms ZeroMomentumTransfer.correction_iff
-- 'ZeroMomentumTransfer.correction_iff' depends on axioms: [propext, Classical.choice, Quot.sound]
```
